# In a stable static two-spin RPA model, removing self-interaction raises the up-down repulsion above its bare value

## Filling in the same-spin entries

Constrained RPA calculations of a Hubbard U usually start from the spin-independent Coulomb interaction, which is the same between equal and opposite spins. In a model whose bare interaction v is a matrix in the spin labels, the same-spin entries can also be chosen differently. For a single orbital with spins up and down, compare two choices:

v = U at every entry (self-interaction kept)
v = U between opposite spins, 0 between equal spins (self-interaction removed)

By the Pauli principle, two electrons of equal spin can't share the orbital, so an equal-spin entry could only describe an electron repelling itself. The second choice drops it. Here U > 0 is the bare repulsion. The polarization is P = −p·1, where 1 is the identity matrix and p > 0 measures how strongly the density of one spin would respond, without the interaction v, to a static potential acting on that spin. The screened interaction is

W = (1 − vP)⁻¹ v.

Assume Up < 1. At Up = 1 the second choice has an instability in the spin channel, where the densities of up and down change oppositely. The up-down entries are then

kept: U/(1 + 2Up) < U
removed: U/(1 − U²p²) > U.

In this static one-orbital model, the up-down repulsion is therefore reduced or enhanced by screening according to the treatment of self-interaction.

## Solving for W with N flavours

Let N be the number of spin-orbital flavours and J the N×N matrix of ones, so that J² = NJ. Both interactions have the form v = a·1 + b·J: the first has a = 0, b = U, the second a = −U, b = U. Write

C = 1 + ap, D = 1 + (a + Nb)p.

Then 1 − vP = C·1 + bp·J. If C and D are nonzero, its inverse is (1/C)·1 − (bp/(CD))·J, because the coefficient of J in the product is

bp(−C + D − Nbp)/(CD) = 0.

Now put W = a′·1 + b′·J into (1 − vP)W = v and compare coefficients:

Ca′ = a
Cb′ + bpa′ + Nbpb′ = b.

The first gives a′ = a/C. The second becomes Db′ = b(1 − ap/C) = b/C, so b′ = b/(CD).

With self-interaction, every entry of W is U/(1 + NUp). Without it, the entry between different flavours is

U/((1 − Up)(1 + (N − 1)Up)).

With x = Up, the denominator equals 1 + x[(N − 2) − (N − 1)x]. For 0 < x < 1 it is positive, and the entry exceeds U exactly when N − 2 < (N − 1)x. For N = 2 this always holds; for N = 3 it requires x > 1/2.

For two spins the mechanism is visible in the expansion W = v + vPv + vPvPv + …. Without self-interaction each v flips the spin label, so an up-down term contains an even number of bubbles, and their minus signs cancel. Equal spins are linked by an odd number, which gives the negative entry −U²p/(1 − U²p²).

## The Lean statement and its scope

The flavours form a finite type `n`; for two spins it is `Fin 2`, with 0 for up and 1 for down. `fullInteraction` and `exclusionInteraction` are the two choices of v, `bubble p` is P, and `screened` is W. `screening_reversal` states both up-down values and both inequalities, and `same_spin_attraction` gives the up-up value and its sign.

The number p is assumed, not computed from a band structure. The separation of target from screening bands that defines constrained RPA is absent, so W contains all the screening in the model and is not itself a constrained-RPA U. Frequency and momentum dependence are absent too.

```lean
import Mathlib

open Matrix

namespace ConstrainedRPASelfInteraction

noncomputable section

variable {n : Type*} [DecidableEq n]

/-- The bare interaction with self-interaction kept: strength `U` between all pairs of flavours,
including a flavour with itself. -/
def fullInteraction (U : ℝ) : Matrix n n ℝ := Matrix.of fun _ _ => U

/-- The bare interaction with self-interaction removed: strength `U` between different flavours,
zero between a flavour and itself. -/
def exclusionInteraction (U : ℝ) : Matrix n n ℝ := Matrix.of fun i j => if i = j then 0 else U

/-- The static polarization bubble, diagonal in flavour, with value `-p`. -/
def bubble (p : ℝ) : Matrix n n ℝ := (-p) • (1 : Matrix n n ℝ)

/-- The flavour-symmetric matrix `a 1 + b J`, where `J` has all entries equal to one. -/
def flavourMatrix (a b : ℝ) : Matrix n n ℝ :=
  a • (1 : Matrix n n ℝ) + b • (fullInteraction 1 : Matrix n n ℝ)

/-- Both bare interactions are flavour-symmetric matrices. -/
theorem bare_eq_flavourMatrix (U : ℝ) :
    (fullInteraction U : Matrix n n ℝ) = flavourMatrix 0 U ∧
      (exclusionInteraction U : Matrix n n ℝ) = flavourMatrix (-U) U := by
  constructor
  · ext i j
    simp [flavourMatrix, fullInteraction]
  · ext i j
    by_cases h : i = j <;>
      simp [flavourMatrix, fullInteraction, exclusionInteraction, h]

variable [Fintype n]

/-- The RPA screened interaction `W = (1 - v P)⁻¹ v`. -/
def screened (v P : Matrix n n ℝ) : Matrix n n ℝ := (1 - v * P)⁻¹ * v

/-- When `1 - v P` is invertible, the screened interaction is the one and only solution of the
Dyson equation `W = v + v P W`. -/
theorem screened_eq_iff_dyson {v P W : Matrix n n ℝ} (h : IsUnit (1 - v * P).det) :
    screened v P = W ↔ W = v + v * P * W := by
  have key : (1 - v * P) * W = v ↔ W = v + v * P * W := by
    rw [sub_mul, one_mul, sub_eq_iff_eq_add]
  rw [← key]
  constructor
  · intro hW
    rw [← hW, screened, ← Matrix.mul_assoc, Matrix.mul_nonsing_inv _ h, Matrix.one_mul]
  · intro hW
    calc screened v P = (1 - v * P)⁻¹ * ((1 - v * P) * W) := by rw [hW, screened]
      _ = W := by rw [← Matrix.mul_assoc, Matrix.nonsing_inv_mul _ h, Matrix.one_mul]

/-- The product of two flavour-symmetric matrices is flavour-symmetric. -/
theorem flavourMatrix_mul (a b c d : ℝ) :
    (flavourMatrix a b * flavourMatrix c d : Matrix n n ℝ) =
      flavourMatrix (a * c) (a * d + b * c + (Fintype.card n : ℝ) * b * d) := by
  -- the all-ones matrix squares to the number of flavours times itself
  have hJ : (fullInteraction 1 * fullInteraction 1 : Matrix n n ℝ) =
      (Fintype.card n : ℝ) • (fullInteraction 1 : Matrix n n ℝ) := by
    ext i j
    simp [Matrix.mul_apply, fullInteraction]
  simp only [flavourMatrix, Matrix.add_mul, Matrix.mul_add, Matrix.smul_mul, Matrix.mul_smul,
    Matrix.one_mul, Matrix.mul_one, hJ]
  module

/-- For a flavour-symmetric bare interaction, `1 - v P` is invertible and the screened interaction
has this form, provided `1 + a p` and `1 + (a + N b) p` are nonzero. -/
theorem screened_flavourMatrix (a b p : ℝ) (h1 : 1 + a * p ≠ 0)
    (h2 : 1 + (a + (Fintype.card n : ℝ) * b) * p ≠ 0) :
    IsUnit (1 - flavourMatrix a b * bubble p : Matrix n n ℝ).det ∧
      (screened (flavourMatrix a b) (bubble p) : Matrix n n ℝ) =
        flavourMatrix (a / (1 + a * p))
          (b / ((1 + a * p) * (1 + (a + (Fintype.card n : ℝ) * b) * p))) := by
  have hd : (1 - flavourMatrix a b * bubble p : Matrix n n ℝ) =
      flavourMatrix (1 + a * p) (b * p) := by
    simp only [flavourMatrix, bubble, Matrix.mul_smul, Matrix.mul_one]
    module
  -- an explicit inverse of the dielectric matrix
  have hinv : (flavourMatrix (1 + a * p) (b * p) * flavourMatrix (1 + a * p)⁻¹
      (-(b * p) / ((1 + a * p) * (1 + (a + (Fintype.card n : ℝ) * b) * p))) :
        Matrix n n ℝ) = 1 := by
    have e : (1 + a * p) * (-(b * p) / ((1 + a * p) * (1 + (a + (Fintype.card n : ℝ) * b) * p)))
        + b * p * (1 + a * p)⁻¹ + (Fintype.card n : ℝ) * (b * p) *
          (-(b * p) / ((1 + a * p) * (1 + (a + (Fintype.card n : ℝ) * b) * p))) = 0 := by
      have gen : ∀ C D x N : ℝ, C ≠ 0 → D ≠ 0 → D = C + N * x →
          C * (-x / (C * D)) + x * C⁻¹ + N * x * (-x / (C * D)) = 0 := by
        intro C D x N hC hD h
        have h3 : C * (-x / (C * D)) + x * C⁻¹ + N * x * (-x / (C * D)) =
            x * (D - (C + N * x)) / (C * D) := by
          field_simp
          ring
        rw [h3, sub_eq_zero.2 h, mul_zero, zero_div]
      exact gen _ _ _ _ h1 h2 (by ring)
    rw [flavourMatrix_mul, e, mul_inv_cancel₀ h1]
    simp [flavourMatrix]
  have hu : IsUnit (1 - flavourMatrix a b * bubble p : Matrix n n ℝ).det := by
    rw [hd, isUnit_iff_ne_zero]
    intro h0
    have h3 := congrArg Matrix.det hinv
    rw [Matrix.det_mul, h0, zero_mul, Matrix.det_one] at h3
    exact zero_ne_one h3
  refine ⟨hu, (screened_eq_iff_dyson hu).2 ?_⟩
  -- the claimed matrix solves the Dyson equation
  have hW : (1 - flavourMatrix a b * bubble p : Matrix n n ℝ) * flavourMatrix (a / (1 + a * p))
      (b / ((1 + a * p) * (1 + (a + (Fintype.card n : ℝ) * b) * p))) = flavourMatrix a b := by
    rw [hd, flavourMatrix_mul]
    congr 1
    · field_simp
    · have gen : ∀ C D N : ℝ, C ≠ 0 → D ≠ 0 → C = 1 + a * p → D = C + N * (b * p) →
          C * (b / (C * D)) + b * p * (a / C) + N * (b * p) * (b / (C * D)) = b := by
        intro C D N hC hD hC' hD'
        have h3 : C * (b / (C * D)) + b * p * (a / C) + N * (b * p) * (b / (C * D)) =
            b * ((C + N * (b * p)) / D + a * p) / C := by
          field_simp
          ring
        rw [h3, ← hD', div_self hD, ← hC', mul_div_cancel_right₀ _ hC]
      exact gen _ _ _ h1 h2 rfl (by ring)
  rw [sub_mul, one_mul, sub_eq_iff_eq_add] at hW
  exact hW

/-- With self-interaction kept, screening among `N` flavours replaces `U` by `U / (1 + N U p)`
in every entry. -/
theorem screened_full (U p : ℝ) (h : 1 + (Fintype.card n : ℝ) * U * p ≠ 0) :
    IsUnit (1 - fullInteraction U * bubble p : Matrix n n ℝ).det ∧
      (screened (fullInteraction U) (bubble p) : Matrix n n ℝ) =
        fullInteraction (U / (1 + (Fintype.card n : ℝ) * U * p)) := by
  have key := screened_flavourMatrix (n := n) 0 U p (by simp) (by simpa using h)
  rw [(bare_eq_flavourMatrix U).1, (bare_eq_flavourMatrix (U / _)).1]
  refine ⟨key.1, ?_⟩
  rw [key.2]
  congr 1 <;> simp

/-- With self-interaction removed, the screened interaction among `N` flavours has these
diagonal and off-diagonal entries. -/
theorem screened_exclusion (U p : ℝ) (h1 : 1 - U * p ≠ 0)
    (h2 : 1 + ((Fintype.card n : ℝ) - 1) * U * p ≠ 0) :
    IsUnit (1 - exclusionInteraction U * bubble p : Matrix n n ℝ).det ∧
      (∀ i : n, screened (exclusionInteraction U) (bubble p) i i =
        -(((Fintype.card n : ℝ) - 1) * U ^ 2 * p) /
          ((1 - U * p) * (1 + ((Fintype.card n : ℝ) - 1) * U * p))) ∧
      ∀ i j : n, i ≠ j → screened (exclusionInteraction U) (bubble p) i j =
        U / ((1 - U * p) * (1 + ((Fintype.card n : ℝ) - 1) * U * p)) := by
  have d1 : 1 + -U * p = 1 - U * p := by ring
  have d2 : 1 + (-U + (Fintype.card n : ℝ) * U) * p =
      1 + ((Fintype.card n : ℝ) - 1) * U * p := by ring
  have key := screened_flavourMatrix (n := n) (-U) U p (by rwa [d1]) (by rwa [d2])
  rw [d1, d2] at key
  rw [(bare_eq_flavourMatrix U).2]
  refine ⟨key.1, fun i => ?_, fun i j hij => ?_⟩
  · rw [key.2]
    simp only [flavourMatrix, fullInteraction, Matrix.add_apply, Matrix.smul_apply,
      Matrix.one_apply_eq, Matrix.of_apply, smul_eq_mul, mul_one]
    have gen : ∀ C D : ℝ, C ≠ 0 → D ≠ 0 →
        -U / C + U / (C * D) = -((D - 1) * U) / (C * D) := by
      intro C D hC hD
      field_simp
      ring
    rw [gen _ _ h1 h2]
    congr 1
    ring
  · rw [key.2]
    simp [flavourMatrix, fullInteraction, Matrix.one_apply_ne hij]

/-- With self-interaction removed, the screened interaction between two different flavours exceeds
the bare `U` exactly when `N - 2 < (N - 1) U p`, provided `U` and `p` are positive and `U p < 1`. -/
theorem antiscreening_iff {U p : ℝ} (hU : 0 < U) (hp : 0 < p) (hUp : U * p < 1)
    {i j : n} (hij : i ≠ j) :
    U < screened (exclusionInteraction U) (bubble p) i j ↔
      (Fintype.card n : ℝ) - 2 < ((Fintype.card n : ℝ) - 1) * (U * p) := by
  have h0 : 0 < Fintype.card n := Fintype.card_pos_iff.mpr ⟨i⟩
  have hN : (1 : ℝ) ≤ (Fintype.card n : ℝ) := by exact_mod_cast h0
  have hx : 0 < U * p := mul_pos hU hp
  have hD1 : 0 < 1 - U * p := by linarith
  have hD2 : 0 < 1 + ((Fintype.card n : ℝ) - 1) * U * p := by
    have h3 := mul_nonneg (sub_nonneg.2 hN) hx.le
    linarith
  rw [(screened_exclusion U p hD1.ne' hD2.ne').2.2 i j hij, lt_div_iff₀ (mul_pos hD1 hD2)]
  have hc : 0 < U * (U * p) := mul_pos hU hx
  -- the difference of the two sides factorises
  have key : U - U * ((1 - U * p) * (1 + ((Fintype.card n : ℝ) - 1) * U * p)) =
      U * (U * p) * (((Fintype.card n : ℝ) - 1) * (U * p) - ((Fintype.card n : ℝ) - 2)) := by
    ring
  constructor
  · intro h
    have h4 := sub_pos.2 h
    rw [key] at h4
    exact sub_pos.1 ((mul_pos_iff_of_pos_left hc).1 h4)
  · intro h
    have h4 := mul_pos hc (sub_pos.2 h)
    rw [← key] at h4
    exact sub_pos.1 h4

/-- For two spins, with `U` and `p` positive and `U p < 1`, the screened up-down interaction is `U /
(1 + 2 U p)`, below `U`, when self-interaction is kept, and `U / (1 - U² p²)`, above `U`, when it is
removed. -/
theorem screening_reversal {U p : ℝ} (hU : 0 < U) (hp : 0 < p) (hUp : U * p < 1) :
    (screened (fullInteraction U) (bubble p) : Matrix (Fin 2) (Fin 2) ℝ) 0 1 =
        U / (1 + 2 * U * p) ∧
      U / (1 + 2 * U * p) < U ∧
      (screened (exclusionInteraction U) (bubble p) : Matrix (Fin 2) (Fin 2) ℝ) 0 1 =
        U / (1 - U ^ 2 * p ^ 2) ∧
      U < U / (1 - U ^ 2 * p ^ 2) := by
  have hc : (Fintype.card (Fin 2) : ℝ) = 2 := by simp
  have hx : 0 < U * p := mul_pos hU hp
  have F := screened_full (n := Fin 2) U p (by rw [hc]; positivity)
  have E := screened_exclusion (n := Fin 2) U p (by linarith) (by rw [hc]; linarith)
  have e : (screened (exclusionInteraction U) (bubble p) : Matrix (Fin 2) (Fin 2) ℝ) 0 1 =
      U / (1 - U ^ 2 * p ^ 2) := by
    rw [E.2.2 0 1 (by decide), hc]
    congr 1
    ring
  refine ⟨?_, ?_, e, ?_⟩
  · rw [F.2, fullInteraction, Matrix.of_apply, hc]
  · rw [div_lt_iff₀ (by positivity)]
    nlinarith [mul_pos hU hx]
  · rw [← e]
    exact (antiscreening_iff hU hp hUp (by decide)).2 (by rw [hc]; linarith)

/-- For two spins with self-interaction removed, and with `U` and `p` positive and `U p < 1`, the
up-up entry of the screened interaction is `-U² p / (1 - U² p²)`, which is negative. -/
theorem same_spin_attraction {U p : ℝ} (hU : 0 < U) (hp : 0 < p) (hUp : U * p < 1) :
    (screened (exclusionInteraction U) (bubble p) : Matrix (Fin 2) (Fin 2) ℝ) 0 0 =
        -(U ^ 2 * p) / (1 - U ^ 2 * p ^ 2) ∧
      -(U ^ 2 * p) / (1 - U ^ 2 * p ^ 2) < 0 := by
  have hc : (Fintype.card (Fin 2) : ℝ) = 2 := by simp
  have hx : 0 < U * p := mul_pos hU hp
  have E := screened_exclusion (n := Fin 2) U p (by linarith) (by rw [hc]; linarith)
  constructor
  · rw [E.2.1 0, hc]
    congr 1 <;> ring
  · have hn : 0 < U ^ 2 * p := by positivity
    exact div_neg_of_neg_of_pos (by linarith) (by nlinarith)

end

end ConstrainedRPASelfInteraction
```

```lean
#print axioms ConstrainedRPASelfInteraction.screening_reversal
#print axioms ConstrainedRPASelfInteraction.same_spin_attraction
```

```
'ConstrainedRPASelfInteraction.screening_reversal' depends on axioms: [propext, Classical.choice, Quot.sound]
'ConstrainedRPASelfInteraction.same_spin_attraction' depends on axioms: [propext, Classical.choice, Quot.sound]
```

## From the Dyson equation to the inequalities

`screened_eq_iff_dyson` shows that, for invertible 1 − vP, W is the unique solution of W = v + vPW. `flavourMatrix_mul` contains J² = NJ. `screened_flavourMatrix` verifies the inverse above, deduces a nonzero determinant, and checks that a′·1 + b′·J solves the Dyson equation; `field_simp` and `ring` do the fraction algebra.

`screened_full` and `screened_exclusion` insert the two choices of a and b. `antiscreening_iff` factorises the difference as in the condition on x, and `screening_reversal` sets N = 2.

## Defining W by its equation, and unequal bubbles

W could also have been modelled as any matrix satisfying the Dyson equation. The theorems would then describe every solution, with the same values, and invertibility would enter as the reason for uniqueness.

Solving the same equation by hand for a spin-polarised bubble P = −diag(p↑, p↓), a case the file leaves out, gives the up-down entry U/(1 − U²p↑p↓) without self-interaction. It exceeds U when p↑ and p↓ are positive and U²p↑p↓ < 1.
